# Expectation values in two pure states differ by at most $2\|O\|\sqrt{1-|\langle u,v\rangle|^2}$

Take one qubit in the states $(\cos\theta,\pm\sin\theta)$, with $\sin 2\theta=0.1$. Their squared overlap is $\cos^2 2\theta=0.99$, yet the expectation values of Pauli $X$ are $+0.1$ and $-0.1$. I had assumed that a state prepared with 99% fidelity gives properties good to about 1% of the operator's norm, and here the error is 20%. Is this a freak case, or can it get worse? And why do ground-state energies seem to suffer less?

## A square root in general, a linear error for eigenvalues

It is exactly the worst case. For unit vectors $u,v$ and a bounded operator $O$, write $f=|\langle u,v\rangle|^2$. Then

$$|\langle u,Ou\rangle-\langle v,Ov\rangle|\le 2\|O\|\sqrt{1-f},$$

and your qubit attains equality for every $\theta$.

To derive the bound, replace $v$ by $w=zv$ with $|z|=1$, chosen so that $\langle u,w\rangle=\sqrt f$. The phase cancels in $\langle w,Ow\rangle=\langle v,Ov\rangle$. Expanding the right-hand side and cancelling the cross terms gives

$$2(\langle u,Ou\rangle-\langle w,Ow\rangle)=\langle u-w,O(u+w)\rangle+\langle u+w,O(u-w)\rangle.$$

By Cauchy-Schwarz, each term on the right is at most $\|O\|\,\|u-w\|\,\|u+w\|$ in modulus. Since $\|u\mp w\|^2=2\mp2\sqrt f$, the product of the two lengths is $\sqrt{4-4f}=2\sqrt{1-f}$, which gives the bound.

Energies do better when the target $v$ is an eigenvector of a Hermitian $O$, with eigenvalue $\varepsilon$. Put $A=O-\varepsilon$. Then $Av=0$ and $\langle v,Ax\rangle=\langle Av,x\rangle=0$ for every $x$, so only $u'=u-\langle v,u\rangle v$ contributes to $\langle u,Au\rangle$. Its squared length is $1-2f+f=1-f$, hence

$$|\langle u,Ou\rangle-\varepsilon|\le\|O-\varepsilon\|(1-f).$$

In a calculation on a quantum computer, a molecular Hamiltonian in a finite orbital basis is a sum of Pauli strings, $H=h_0+\sum_{k\ge1}h_kP_k$. The constant $h_0$ adds the same amount to the energy of every state, so it cancels in the error and can be removed before the norm is taken, and $\|H-h_0\|\le\Lambda=\sum_{k\ge1}|h_k|$. With $f\ge0.99$ and $\Lambda=1$ hartree, the general error bar is 0.2 hartree. If the target is an exact eigenstate, $\|H-\varepsilon\|\le2\Lambda$ and the error bar falls to 0.02 hartree. A dipole moment of the same state generally keeps the square root, because the state is not an eigenvector of the dipole operator.

In the Lean file, `E` is any complex inner product space, $\mathbb C^d$ included, and `E →L[ℂ] E` is the type of bounded operators on it. `expect O u` is $\langle u,Ou\rangle$, a complex number, so the error is measured by its modulus. `fidelity u v` is the squared overlap; some texts use the name for its square root. The inner product is conjugate-linear in its first slot.

- `expect_error_le` is the general bound, with no Hermiticity assumed.
- `error_bar` needs only a lower bound `F` on the fidelity and allows any constant `c` to be subtracted from `O`.
- `eigenstate_error_le` is the linear bound; here Hermiticity enters, as `hO`.
- `error_bound_sharp` is your qubit, with `tilt θ` and `tilt (-θ)` as the states. The factor 2 therefore cannot be lowered at any fidelity below one.

What remains is the step from hardware to these hypotheses: a device delivers a noisy, generally mixed state and a fidelity estimated from finitely many shots, whereas the theorems take a pure state and a certain `F`.

The proof of `expect_error_le` takes the phase from `exists_phase` and removes it with `expect_phase`. The expansion is `two_mul_expect_sub`, and `norm_matrixElement_le` bounds its two terms, which `linarith` combines. `norm_sub_mul_norm_add` evaluates the product of lengths, with `c` standing for $\sqrt f$; its `linear_combination` shows that $1-c^2$ is the square of half that product. `error_bar` applies the general bound to the shifted operator, using `expect_shift`. In `eigenstate_error_le`, `hw` discards the component along $v$ and `hlen` computes the remaining squared length. For the qubit, `bitFlip` is built as a length-preserving map, which supplies its norm of 1, and trigonometric identities do the rest.

```lean
import Mathlib

open ComplexConjugate

namespace ObservableErrorFromFidelity

noncomputable section

variable {E : Type*} [NormedAddCommGroup E] [InnerProductSpace ℂ E]

/-- The expectation value `⟨u, O u⟩` of a bounded operator `O` in the state `u`. -/
def expect (O : E →L[ℂ] E) (u : E) : ℂ := inner ℂ u (O u)

/-- The fidelity `|⟨u, v⟩|²` of two state vectors. -/
def fidelity (u v : E) : ℝ := ‖inner ℂ u v‖ ^ 2

/-- Multiplying a state by a phase factor leaves every expectation value unchanged. -/
theorem expect_phase (O : E →L[ℂ] E) (u : E) {z : ℂ} (hz : ‖z‖ = 1) :
    expect O (z • u) = expect O u := by
  have h : conj z * z = 1 := by
    rw [mul_comm, Complex.mul_conj, Complex.normSq_eq_norm_sq, hz]
    norm_num
  simp only [expect, map_smul, inner_smul_left, inner_smul_right]
  linear_combination inner ℂ u (O u) * h

/-- One of two states can be multiplied by a phase factor that makes their overlap
real and nonnegative. -/
theorem exists_phase (u v : E) :
    ∃ z : ℂ, ‖z‖ = 1 ∧ inner ℂ u (z • v) = ((‖inner ℂ u v‖ : ℝ) : ℂ) := by
  by_cases h : inner ℂ u v = 0
  · exact ⟨1, norm_one, by rw [one_smul, h, norm_zero, Complex.ofReal_zero]⟩
  · have hn : ‖inner ℂ u v‖ ≠ 0 := norm_ne_zero_iff.mpr h
    have hc : ((‖inner ℂ u v‖ : ℝ) : ℂ) ≠ 0 := Complex.ofReal_ne_zero.mpr hn
    refine ⟨conj (inner ℂ u v) / ((‖inner ℂ u v‖ : ℝ) : ℂ), ?_, ?_⟩
    · rw [norm_div, RCLike.norm_conj, Complex.norm_real, norm_norm, div_self hn]
    · rw [inner_smul_right, div_mul_eq_mul_div, div_eq_iff hc, mul_comm,
        Complex.mul_conj, Complex.normSq_eq_norm_sq, sq, Complex.ofReal_mul]

/-- The difference of two expectation values, written through the sum and the difference
of the two states. -/
theorem two_mul_expect_sub (O : E →L[ℂ] E) (u v : E) :
    2 * (expect O u - expect O v)
      = inner ℂ (u - v) (O (u + v)) + inner ℂ (u + v) (O (u - v)) := by
  simp only [expect, map_add, map_sub, inner_add_left, inner_sub_left,
    inner_add_right, inner_sub_right]
  ring

/-- For unit vectors with real overlap `c`, the lengths of their difference and their sum
multiply to `2 √(1 - c²)`. -/
theorem norm_sub_mul_norm_add {u v : E} (hu : ‖u‖ = 1) (hv : ‖v‖ = 1) {c : ℝ}
    (h : inner ℂ u v = (c : ℂ)) :
    ‖u - v‖ * ‖u + v‖ = 2 * √(1 - c ^ 2) := by
  have hre : RCLike.re (inner ℂ u v) = c := by
    rw [h]
    exact Complex.ofReal_re c
  have h1 := norm_sub_sq (𝕜 := ℂ) u v
  have h2 := norm_add_sq (𝕜 := ℂ) u v
  rw [hre, hu, hv] at h1 h2
  have h3 : 1 - c ^ 2 = (‖u - v‖ * ‖u + v‖ / 2) ^ 2 := by
    linear_combination (-(‖u + v‖ ^ 2) / 4) * h1 - (2 - 2 * c) / 4 * h2
  rw [h3, Real.sqrt_sq (by positivity)]
  ring

/-- Cauchy-Schwarz for a matrix element: `|⟨x, O y⟩| ≤ ‖x‖ ‖O‖ ‖y‖`. -/
theorem norm_matrixElement_le (O : E →L[ℂ] E) (x y : E) :
    ‖inner ℂ x (O y)‖ ≤ ‖x‖ * (‖O‖ * ‖y‖) :=
  (norm_inner_le_norm _ _).trans
    (mul_le_mul_of_nonneg_left (O.le_opNorm y) (norm_nonneg x))

/-- **Observable error from fidelity.** For unit vectors `u`, `v` and any bounded operator `O`,
the expectation values differ by at most `2 ‖O‖ √(1 - |⟨u, v⟩|²)`. -/
theorem expect_error_le (O : E →L[ℂ] E) {u v : E} (hu : ‖u‖ = 1) (hv : ‖v‖ = 1) :
    ‖expect O u - expect O v‖ ≤ 2 * ‖O‖ * √(1 - fidelity u v) := by
  -- choose the phase of `v` so that the overlap is real
  obtain ⟨z, hz, hzv⟩ := exists_phase u v
  have hw : ‖z • v‖ = 1 := by rw [norm_smul, hz, hv, one_mul]
  have hprod := norm_sub_mul_norm_add hu hw hzv
  rw [← expect_phase O v hz]
  have b1 := norm_matrixElement_le O (u - z • v) (u + z • v)
  have b2 := norm_matrixElement_le O (u + z • v) (u - z • v)
  have b3 := norm_add_le (inner ℂ (u - z • v) (O (u + z • v)))
    (inner ℂ (u + z • v) (O (u - z • v)))
  rw [← two_mul_expect_sub, norm_mul, Complex.norm_ofNat] at b3
  have b4 : ‖expect O u - expect O (z • v)‖
      ≤ ‖O‖ * (‖u - z • v‖ * ‖u + z • v‖) := by linarith
  rw [hprod] at b4
  unfold fidelity
  linarith

/-- In a unit vector, subtracting a constant `c` from the operator subtracts `c` from its
expectation value. -/
theorem expect_shift (O : E →L[ℂ] E) (c : ℂ) {u : E} (hu : ‖u‖ = 1) :
    expect (O - c • ContinuousLinearMap.id ℂ E) u = expect O u - c := by
  have h : inner ℂ u u = (1 : ℂ) := by
    rw [inner_self_eq_norm_sq_to_K, hu]
    simp
  change inner ℂ u (O u - c • u) = inner ℂ u (O u) - c
  rw [inner_sub_right, inner_smul_right, h, mul_one]

/-- If the fidelity of two unit vectors is at least `F`, their expectation values differ by at
most `2 ‖O - c‖ √(1 - F)`, for any constant `c`. -/
theorem error_bar (O : E →L[ℂ] E) (c : ℂ) {u v : E} (hu : ‖u‖ = 1) (hv : ‖v‖ = 1)
    {F : ℝ} (hF : F ≤ fidelity u v) :
    ‖expect O u - expect O v‖
      ≤ 2 * ‖O - c • ContinuousLinearMap.id ℂ E‖ * √(1 - F) := by
  have h := expect_error_le (O - c • ContinuousLinearMap.id ℂ E) hu hv
  rw [expect_shift O c hu, expect_shift O c hv, sub_sub_sub_cancel_right] at h
  exact h.trans (mul_le_mul_of_nonneg_left (Real.sqrt_le_sqrt (by linarith)) (by positivity))

/-- If the unit vector `v` is an eigenvector of a Hermitian `O` with eigenvalue `ε`, the
expectation value in a unit vector `u` misses `ε` by at most `‖O - ε‖ (1 - |⟨u, v⟩|²)`. -/
theorem eigenstate_error_le (O : E →L[ℂ] E)
    (hO : ∀ x y, inner ℂ (O x) y = inner ℂ x (O y)) {u v : E} (hu : ‖u‖ = 1) (hv : ‖v‖ = 1)
    {ε : ℝ} (hε : O v = (ε : ℂ) • v) :
    ‖expect O u - ε‖
      ≤ ‖O - (ε : ℂ) • ContinuousLinearMap.id ℂ E‖ * (1 - fidelity u v) := by
  rw [← expect_shift O ε hu]
  obtain ⟨A, hdef⟩ : ∃ A, A = O - (ε : ℂ) • ContinuousLinearMap.id ℂ E := ⟨_, rfl⟩
  rw [← hdef]
  have hA : ∀ x, A x = O x - (ε : ℂ) • x := by
    intro x
    rw [hdef]
    rfl
  have hAv : A v = 0 := by rw [hA, hε, sub_self]
  have hvA : ∀ x, inner ℂ v (A x) = 0 := by
    intro x
    rw [hA, inner_sub_right, inner_smul_right, ← hO, hε, inner_smul_left,
      Complex.conj_ofReal, sub_self]
  -- only the part of `u` orthogonal to `v` contributes
  have hw : inner ℂ (u - inner ℂ v u • v) (A (u - inner ℂ v u • v)) = expect A u := by
    unfold expect
    rw [map_sub, map_smul, hAv, smul_zero, sub_zero, inner_sub_left, inner_smul_left,
      hvA, mul_zero, sub_zero]
  -- its squared length is the infidelity
  have hre : RCLike.re (inner ℂ u (inner ℂ v u • v)) = ‖inner ℂ u v‖ ^ 2 := by
    rw [inner_smul_right, ← inner_conj_symm v u, mul_comm, Complex.mul_conj,
      Complex.normSq_eq_norm_sq]
    exact Complex.ofReal_re _
  have hn := norm_sub_sq (𝕜 := ℂ) u (inner ℂ v u • v)
  rw [hre, norm_smul, hu, hv, norm_inner_symm v u] at hn
  have hlen : ‖u - inner ℂ v u • v‖ ^ 2 = 1 - fidelity u v := by
    unfold fidelity
    linarith
  have b := norm_matrixElement_le A (u - inner ℂ v u • v) (u - inner ℂ v u • v)
  rw [hw] at b
  rw [← hlen]
  linarith

/-- The state space of one qubit. -/
abbrev Qubit := EuclideanSpace ℂ (Fin 2)

/-- The bit flip (Pauli X), which exchanges the two amplitudes of a qubit. -/
def bitFlip : Qubit →ₗᵢ[ℂ] Qubit where
  toFun x := !₂[x 1, x 0]
  map_add' x y := by ext i; fin_cases i <;> simp
  map_smul' c x := by ext i; fin_cases i <;> simp
  norm_map' x := by
    change ‖(!₂[x 1, x 0] : Qubit)‖ = ‖x‖
    simp [EuclideanSpace.norm_eq, Fin.sum_univ_two, add_comm]

/-- The qubit state with amplitudes `cos θ` and `sin θ`. -/
def tilt (θ : ℝ) : Qubit := !₂[((Real.cos θ : ℝ) : ℂ), ((Real.sin θ : ℝ) : ℂ)]

/-- The inner product of two qubit vectors with real amplitudes. -/
theorem inner_real (a b c d : ℝ) :
    inner ℂ (!₂[(a : ℂ), (b : ℂ)] : Qubit) !₂[(c : ℂ), (d : ℂ)]
      = ((a * c + b * d : ℝ) : ℂ) := by
  simp [PiLp.inner_apply, Fin.sum_univ_two, mul_comm]

/-- The bit flip is Hermitian, and for every `θ` the unit vectors `(cos θ, ± sin θ)` have
fidelity `cos² 2θ` and attain equality in the error bound. -/
theorem error_bound_sharp (θ : ℝ) :
    (∀ x y, inner ℂ (bitFlip x) y = inner ℂ x (bitFlip y)) ∧
    ‖tilt θ‖ = 1 ∧ ‖tilt (-θ)‖ = 1 ∧
    fidelity (tilt θ) (tilt (-θ)) = Real.cos (2 * θ) ^ 2 ∧
    ‖expect bitFlip.toContinuousLinearMap (tilt θ)
        - expect bitFlip.toContinuousLinearMap (tilt (-θ))‖
      = 2 * ‖bitFlip.toContinuousLinearMap‖ * √(1 - fidelity (tilt θ) (tilt (-θ))) := by
  have hin : ∀ a b : ℝ, inner ℂ (tilt a) (tilt b) = ((Real.cos (a - b) : ℝ) : ℂ) := by
    intro a b
    rw [Real.cos_sub]
    exact inner_real _ _ _ _
  have hnorm : ∀ a : ℝ, ‖tilt a‖ = 1 := by
    intro a
    have h : ‖tilt a‖ ^ 2 = 1 := by
      rw [norm_sq_eq_re_inner (𝕜 := ℂ), hin, sub_self, Real.cos_zero]
      exact Complex.ofReal_re 1
    exact (pow_eq_one_iff_of_nonneg (norm_nonneg _) two_ne_zero).mp h
  have hex : ∀ a : ℝ, expect bitFlip.toContinuousLinearMap (tilt a)
      = ((Real.sin (2 * a) : ℝ) : ℂ) := by
    intro a
    have h := inner_real (Real.cos a) (Real.sin a) (Real.sin a) (Real.cos a)
    have hs : Real.sin (2 * a) = Real.cos a * Real.sin a + Real.sin a * Real.cos a := by
      rw [Real.sin_two_mul]
      ring
    rw [hs]
    exact h
  have hfid : fidelity (tilt θ) (tilt (-θ)) = Real.cos (2 * θ) ^ 2 := by
    unfold fidelity
    rw [hin, Complex.norm_real, Real.norm_eq_abs, sq_abs, sub_neg_eq_add, ← two_mul]
  refine ⟨?_, hnorm θ, hnorm (-θ), hfid, ?_⟩
  · intro x y
    change inner ℂ (!₂[x 1, x 0] : Qubit) y = inner ℂ x (!₂[y 1, y 0] : Qubit)
    simp [PiLp.inner_apply, Fin.sum_univ_two, add_comm]
  · have hs : 1 - Real.cos (2 * θ) ^ 2 = Real.sin (2 * θ) ^ 2 := by
      linarith [Real.sin_sq_add_cos_sq (2 * θ)]
    have hd : Real.sin (2 * θ) - Real.sin (2 * -θ) = 2 * Real.sin (2 * θ) := by
      rw [mul_neg, Real.sin_neg]
      ring
    rw [hfid, hs, Real.sqrt_sq_eq_abs, LinearIsometry.norm_toContinuousLinearMap, hex, hex,
      ← Complex.ofReal_sub, hd, Complex.norm_real, Real.norm_eq_abs, abs_mul, abs_two, mul_one]

end

end ObservableErrorFromFidelity
```

```lean
#print axioms ObservableErrorFromFidelity.two_mul_expect_sub
-- 'ObservableErrorFromFidelity.two_mul_expect_sub' depends on axioms: [propext, Classical.choice, Quot.sound]
#print axioms ObservableErrorFromFidelity.error_bar
-- 'ObservableErrorFromFidelity.error_bar' depends on axioms: [propext, Classical.choice, Quot.sound]
#print axioms ObservableErrorFromFidelity.eigenstate_error_le
-- 'ObservableErrorFromFidelity.eigenstate_error_le' depends on axioms: [propext, Classical.choice, Quot.sound]
#print axioms ObservableErrorFromFidelity.error_bound_sharp
-- 'ObservableErrorFromFidelity.error_bound_sharp' depends on axioms: [propext, Classical.choice, Quot.sound]
```
